# Alternating error bounds for the Boltzmann series of Fermi–Dirac integrals of order j > −1

Take a level exactly at the chemical potential. Its occupation is 1/2 and its Boltzmann factor is 1. Expanding the occupation in powers of that factor gives 1 − 1 + 1 − …, with partial sums 0, 1, 0, 1, …. They never settle, yet each misses 1/2 by exactly 1/2, from below and above in turn, and the error is smaller than the next term. The problems below carry this pattern over to integrals over energy.

## Occupation, moments and partial sums

Let x ≥ 0 be the energy above the band edge and η the chemical potential measured from that edge, both in units of Boltzmann's constant times the temperature. The Fermi occupation, `occupation η x`, is

f(x) = 1/(exp(x − η) + 1).

```lean
import Mathlib

open MeasureTheory Filter Topology Set

namespace FermiDiracSeries

noncomputable section

/-- Fermi occupation of a level at reduced energy `x` for reduced chemical potential `η`. -/
def occupation (η x : ℝ) : ℝ := 1 / (Real.exp (x - η) + 1)
```

Its normalised moment of real order j is `fermiDirac j η`:

F_j(η) = (1/Γ(j+1)) ∫₀^∞ x^j f(x) dx.

The condition j > −1 makes x^j integrable at the band edge. For independent carriers in one three-dimensional parabolic band, with a relaxation time τ₀ x^r, where r > −3/2 and τ₀ depends on neither x nor η, the static conductivity without a magnetic field is, at fixed temperature, proportional to F_(r+1/2)(η), so a bound on the error of the truncated series also bounds the error in that conductivity.

```lean
/-- The Fermi-Dirac integral of real order `j`, for `j > -1`. -/
def fermiDirac (j η : ℝ) : ℝ :=
  (1 / Real.Gamma (j + 1)) * ∫ x in Ioi (0 : ℝ), x ^ j * occupation η x
```

The sum of the first K terms, `boltzmannSum j η K`, starts at k = 0:

S_K = Σ_(k=0..K−1) (−1)^k exp((k+1)η)/(k+1)^(j+1).

```lean
/-- The first `K` terms of the Boltzmann series; the index `k` labels the term with
Boltzmann factor `exp ((k + 1) η)`. -/
def boltzmannSum (j η : ℝ) (K : ℕ) : ℝ :=
  ∑ k ∈ Finset.range K,
    (-1 : ℝ) ^ k * (Real.exp (((k : ℝ) + 1) * η) / ((k : ℝ) + 1) ^ (j + 1))
```

Finally, `tail j η K` is the moment weighted with K further Boltzmann factors:

T_K = ∫₀^∞ x^j exp(K(η − x)) f(x) dx.

```lean
/-- The moment of the occupation weighted with `K` further Boltzmann factors, for `j > -1`. -/
def tail (j η : ℝ) (K : ℕ) : ℝ :=
  ∫ x in Ioi (0 : ℝ), x ^ j * (Real.exp ((K : ℝ) * (η - x)) * occupation η x)
```

Below, K = 0, 1, 2, … and η is any real number unless restricted. Parts (d) to (j) and (l) assume j > −1.

## (a) Positive occupation

Show that no level is completely empty:

f(x) > 0.

**Solution.** The denominator is a positive exponential plus 1. The tactic `positivity` makes the same observation.

```lean
/-- The occupation of a level is positive. -/
lemma occupation_pos (η x : ℝ) : 0 < occupation η x := by
  unfold occupation
  positivity
```

## (b) Detailed balance

Relate the occupied fraction to the empty one:

f(x) = exp(η − x) (1 − f(x)).

**Solution.** The empty fraction is 1 − f = exp(x − η)/(exp(x − η) + 1). Multiplying by exp(η − x) cancels the numerator and leaves f. In Lean, `hp` is this cancellation and `h2` clears the denominator.

```lean
/-- Detailed balance: the occupied fraction is the Boltzmann factor times the empty fraction. -/
theorem detailed_balance (η x : ℝ) :
    occupation η x = Real.exp (η - x) * (1 - occupation η x) := by
  have hne : Real.exp (x - η) + 1 ≠ 0 := by positivity
  have hp : Real.exp (x - η) * Real.exp (η - x) = 1 := by
    rw [← Real.exp_add, show x - η + (η - x) = 0 by ring, Real.exp_zero]
  have h2 : 1 / (Real.exp (x - η) + 1) * (Real.exp (x - η) + 1) = 1 :=
    div_mul_cancel₀ 1 hne
  unfold occupation
  rw [div_eq_iff hne]
  linear_combination Real.exp (η - x) * h2 - hp
```

## (c) Splitting a Boltzmann factor

Show that

exp(K(η − x)) f(x) + exp((K+1)(η − x)) f(x) = exp((K+1)(η − x)).

**Solution.** Write (b) as f + exp(η − x) f = exp(η − x) and multiply by exp(K(η − x)). The final `linear_combination` does exactly this.

```lean
/-- A power of the Boltzmann factor splits into two consecutive weighted occupations. -/
lemma boltzmann_split (η x : ℝ) (K : ℕ) :
    Real.exp ((K : ℝ) * (η - x)) * occupation η x
      + Real.exp (((K + 1 : ℕ) : ℝ) * (η - x)) * occupation η x
      = Real.exp (((K : ℝ) + 1) * (η - x)) := by
  have h : Real.exp (((K : ℝ) + 1) * (η - x))
      = Real.exp ((K : ℝ) * (η - x)) * Real.exp (η - x) := by
    rw [← Real.exp_add, add_mul, one_mul]
  rw [Nat.cast_add, Nat.cast_one, h]
  linear_combination Real.exp ((K : ℝ) * (η - x)) * detailed_balance η x
```

## (d) The moment of a Boltzmann factor

Evaluate the classical integral:

∫₀^∞ x^j exp((K+1)(η − x)) dx = exp((K+1)η) Γ(j+1)/(K+1)^(j+1).

**Solution.** Take exp((K+1)η) outside and substitute u = (K+1)x. The powers of K+1 from x^j and dx combine to 1/(K+1)^(j+1), and ∫₀^∞ u^j exp(−u) du = Γ(j+1). In Lean, `e` performs the factorisation and Mathlib supplies the scaled Gamma integral.

```lean
/-- For `j > -1`, the moment of order `j` of a power of the Boltzmann factor is a Gamma function
times the absolute value of a term of the Boltzmann series. -/
theorem boltzmann_moment {j : ℝ} (hj : -1 < j) (η : ℝ) (K : ℕ) :
    ∫ x in Ioi (0 : ℝ), x ^ j * Real.exp (((K : ℝ) + 1) * (η - x))
      = Real.exp (((K : ℝ) + 1) * η) * Real.Gamma (j + 1) / ((K : ℝ) + 1) ^ (j + 1) := by
  have h := Real.integral_rpow_mul_exp_neg_mul_Ioi (a := j + 1) (r := (K : ℝ) + 1)
    (by linarith) (by positivity)
  have e : (fun x : ℝ => x ^ j * Real.exp (((K : ℝ) + 1) * (η - x))) = fun x : ℝ =>
      Real.exp (((K : ℝ) + 1) * η) * (x ^ (j + 1 - 1) * Real.exp (-(((K : ℝ) + 1) * x))) := by
    funext x
    rw [show ((K : ℝ) + 1) * (η - x) = ((K : ℝ) + 1) * η + -(((K : ℝ) + 1) * x) by ring,
      Real.exp_add, add_sub_cancel_right]
    ring
  rw [e, integral_const_mul, h, one_div, Real.inv_rpow (by positivity)]
  ring
```

## (e) Finite tails

Show that the integral defining T_K converges:

∫₀^∞ x^j exp(K(η − x)) f(x) dx < ∞.

**Solution.** Both terms on the left of (c) are positive, so the integrand lies between 0 and x^j exp((K+1)(η − x)), whose integral is finite by (d). Lean assigns the value 0 to the integral of a non-integrable function, so the positive value in (d) itself proves `hdom`, the integrability of the dominating function. `Integrable.mono'` is the comparison.

```lean
/-- For `j > -1` the integrand of every tail is integrable over positive energies. -/
lemma tail_integrable {j : ℝ} (hj : -1 < j) (η : ℝ) (K : ℕ) :
    IntegrableOn (fun x : ℝ => x ^ j * (Real.exp ((K : ℝ) * (η - x)) * occupation η x))
      (Ioi 0) := by
  have hΓ : 0 < Real.Gamma (j + 1) := Real.Gamma_pos_of_pos (by linarith)
  -- the dominating function has a nonzero integral, hence is integrable
  have hdom : IntegrableOn (fun x : ℝ => x ^ j * Real.exp (((K : ℝ) + 1) * (η - x)))
      (Ioi 0) := by
    by_contra hn
    have h0 := boltzmann_moment hj η K
    rw [integral_undef hn] at h0
    have hpos : 0 < Real.exp (((K : ℝ) + 1) * η) * Real.Gamma (j + 1)
        / ((K : ℝ) + 1) ^ (j + 1) := by positivity
    linarith
  have hm : Measurable
      (fun x : ℝ => x ^ j * (Real.exp ((K : ℝ) * (η - x)) * occupation η x)) := by
    unfold occupation
    fun_prop
  refine Integrable.mono' hdom hm.aestronglyMeasurable
    (ae_restrict_of_forall_mem measurableSet_Ioi fun x hx => ?_)
  have hxj : 0 ≤ x ^ j := Real.rpow_nonneg (le_of_lt hx) j
  have ho := occupation_pos η x
  rw [Real.norm_of_nonneg (by positivity)]
  refine mul_le_mul_of_nonneg_left ?_ hxj
  have h1 := boltzmann_split η x K
  have h2 : 0 < Real.exp (((K + 1 : ℕ) : ℝ) * (η - x)) * occupation η x := by positivity
  linarith
```

## (f) Positive tails

Show that

T_K > 0.

**Solution.** The integrand is positive at every x > 0, and it is integrable by (e). Lean phrases this through the support of the integrand, which contains the whole half-line.

```lean
/-- For `j > -1` every tail is positive. -/
lemma tail_pos {j : ℝ} (hj : -1 < j) (η : ℝ) (K : ℕ) : 0 < tail j η K := by
  have hp : ∀ x ∈ Ioi (0 : ℝ),
      0 < x ^ j * (Real.exp ((K : ℝ) * (η - x)) * occupation η x) := fun x hx =>
    mul_pos (Real.rpow_pos_of_pos hx j) (mul_pos (Real.exp_pos _) (occupation_pos η x))
  have hsupp : Ioi (0 : ℝ) ⊆ Function.support
      (fun x : ℝ => x ^ j * (Real.exp ((K : ℝ) * (η - x)) * occupation η x)) :=
    fun x hx => (hp x hx).ne'
  unfold tail
  rw [setIntegral_pos_iff_support_of_nonneg_ae
    (ae_restrict_of_forall_mem measurableSet_Ioi fun x hx => (hp x hx).le)
    (tail_integrable hj η K), Set.inter_eq_right.mpr hsupp, Real.volume_Ioi]
  simp
```

## (g) Two consecutive tails

Find the sum of neighbouring tails:

T_K + T_(K+1) = exp((K+1)η) Γ(j+1)/(K+1)^(j+1).

**Solution.** Multiply (c) by x^j and integrate. Part (e) permits adding the two integrals, and (d) evaluates the result.

```lean
/-- For `j > -1`, two consecutive tails add up to the moment of a Boltzmann factor. -/
lemma tail_add {j : ℝ} (hj : -1 < j) (η : ℝ) (K : ℕ) :
    tail j η K + tail j η (K + 1)
      = Real.exp (((K : ℝ) + 1) * η) * Real.Gamma (j + 1) / ((K : ℝ) + 1) ^ (j + 1) := by
  rw [← boltzmann_moment hj η K, tail, tail,
    ← integral_add (tail_integrable hj η K) (tail_integrable hj η (K + 1))]
  refine integral_congr_ae (Eventually.of_forall fun x => ?_)
  beta_reduce
  rw [← boltzmann_split η x K]
  ring
```

## (h) The exact remainder

Show that

F_j(η) − S_K = (−1)^K T_K/Γ(j+1).

**Solution.** Use induction on K. For K = 0 the sum is empty and T_0 = Γ(j+1) F_j(η). For the step, (g) says that the new term of the series is (−1)^K (T_K + T_(K+1))/Γ(j+1). Subtracting it gives

F_j(η) − S_(K+1) = (−1)^K [T_K − T_K − T_(K+1)]/Γ(j+1) = (−1)^(K+1) T_(K+1)/Γ(j+1).

In the code, `hs` separates the new term and `ht` rewrites it by (g).

```lean
/-- For `j > -1`, the error of the truncated Boltzmann series is, up to the alternating sign,
the normalised tail. -/
theorem remainder_eq {j : ℝ} (hj : -1 < j) (η : ℝ) (K : ℕ) :
    fermiDirac j η - boltzmannSum j η K
      = (-1 : ℝ) ^ K * (tail j η K / Real.Gamma (j + 1)) := by
  have hΓ : 0 < Real.Gamma (j + 1) := Real.Gamma_pos_of_pos (by linarith)
  induction K with
  | zero =>
    have h0 : tail j η 0 = ∫ x in Ioi (0 : ℝ), x ^ j * occupation η x := by simp [tail]
    simp only [fermiDirac, boltzmannSum, Finset.sum_range_zero, pow_zero, h0]
    ring
  | succ K ih =>
    have hs : boltzmannSum j η (K + 1) = boltzmannSum j η K + (-1 : ℝ) ^ K *
        (Real.exp (((K : ℝ) + 1) * η) / ((K : ℝ) + 1) ^ (j + 1)) :=
      Finset.sum_range_succ _ _
    -- without its sign, the new term is the sum of two consecutive tails divided by `Γ(j + 1)`
    have ht : Real.exp (((K : ℝ) + 1) * η) / ((K : ℝ) + 1) ^ (j + 1)
        = (tail j η K + tail j η (K + 1)) / Real.Gamma (j + 1) := by
      rw [tail_add hj, eq_div_iff hΓ.ne']
      ring
    rw [hs, ht, pow_succ]
    linear_combination ih
```

The same argument applies to bosons with η < 0, a case left to the reader and absent from the code. There b = exp(η − x)(1 + b) for the Bose occupation b, so all terms are positive and every partial sum lies below the integral.

## (i) Sign and size of the error

Deduce that

(−1)^K (F_j(η) − S_K) > 0,

|F_j(η) − S_K| < exp((K+1)η)/(K+1)^(j+1).

**Solution.** The sign follows from (h) and T_K > 0. For the size, T_(K+1) > 0 gives T_K < T_K + T_(K+1); divide by Γ(j+1) and use (g). The bound holds for positive η too.

```lean
/-- For `j > -1` and any `η`, the error after `K` terms has the sign of `(-1) ^ K` and is
smaller in absolute value than the first omitted term. -/
theorem remainder_sign_and_bound {j : ℝ} (hj : -1 < j) (η : ℝ) (K : ℕ) :
    0 < (-1 : ℝ) ^ K * (fermiDirac j η - boltzmannSum j η K) ∧
    |fermiDirac j η - boltzmannSum j η K|
      < Real.exp (((K : ℝ) + 1) * η) / ((K : ℝ) + 1) ^ (j + 1) := by
  have hΓ : 0 < Real.Gamma (j + 1) := Real.Gamma_pos_of_pos (by linarith)
  have hR := div_pos (tail_pos hj η K) hΓ
  have hsq : (-1 : ℝ) ^ K * (-1 : ℝ) ^ K = 1 := by
    rw [← mul_pow]
    norm_num
  rw [remainder_eq hj]
  constructor
  · rw [← mul_assoc, hsq, one_mul]
    exact hR
  · rw [abs_mul, abs_pow, abs_neg, abs_one, one_pow, one_mul, abs_of_pos hR,
      div_lt_iff₀ hΓ, div_mul_eq_mul_div, ← tail_add hj]
    linarith [tail_pos hj η (K + 1)]
```

## (j) Convergence up to η = 0

For η ≤ 0, show that

S_K → F_j(η) as K → ∞.

**Solution.** Here exp((K+1)η) ≤ 1, so the error is below 1/(K+1)^(j+1), which tends to 0 because j + 1 > 0. `squeeze_zero` carries this out. `Tendsto` refers to the partial sums in their given order, which includes the conditionally convergent case η = 0, −1 < j ≤ 0.

```lean
/-- For `j > -1` and `η ≤ 0` the Boltzmann series converges to the Fermi-Dirac integral. -/
theorem series_tendsto {j η : ℝ} (hj : -1 < j) (hη : η ≤ 0) :
    Tendsto (boltzmannSum j η) atTop (𝓝 (fermiDirac j η)) := by
  have hN : Tendsto (fun K : ℕ => (K : ℝ) + 1) atTop atTop :=
    tendsto_atTop_add_const_right _ 1 tendsto_natCast_atTop_atTop
  have h0 := (tendsto_rpow_neg_atTop (show 0 < j + 1 by linarith)).comp hN
  rw [tendsto_iff_norm_sub_tendsto_zero]
  refine squeeze_zero (fun _ => norm_nonneg _) (fun K => ?_) h0
  have hK : (0 : ℝ) ≤ (K : ℝ) + 1 := by positivity
  have he : Real.exp (((K : ℝ) + 1) * η) ≤ 1 :=
    Real.exp_le_one_iff.mpr (mul_nonpos_of_nonneg_of_nonpos hK hη)
  rw [Real.norm_eq_abs, abs_sub_comm, Function.comp_apply, Real.rpow_neg hK, ← one_div]
  exact (remainder_sign_and_bound hj η K).2.le.trans (by gcongr)
```

## (k) No limit for η > 0

For η > 0 and any real j, show that

S_K → L fails for every real L.

**Solution.** A finite limit would force S_(K+1) − S_K → 0. But

|S_(K+1) − S_K| = exp((K+1)η)/(K+1)^(j+1) → ∞,

since the exponential outgrows any power. In Lean, `g` is this growth and `h'` the contradictory finite limit.

```lean
/-- For `η > 0` the partial sums of the Boltzmann series have no finite limit. -/
theorem series_diverges (j : ℝ) {η : ℝ} (hη : 0 < η) (L : ℝ) :
    ¬ Tendsto (boltzmannSum j η) atTop (𝓝 L) := by
  intro h
  have hN : Tendsto (fun K : ℕ => (K : ℝ) + 1) atTop atTop :=
    tendsto_atTop_add_const_right _ 1 tendsto_natCast_atTop_atTop
  have g := (tendsto_exp_mul_div_rpow_atTop (j + 1) η hη).comp hN
  -- convergence would force the single terms to stay bounded
  have h' := ((h.comp (tendsto_add_atTop_nat 1)).sub h).norm
  refine not_tendsto_nhds_of_tendsto_atTop g _ (h'.congr fun K => ?_)
  have hs : boltzmannSum j η (K + 1) = boltzmannSum j η K + (-1 : ℝ) ^ K *
      (Real.exp (((K : ℝ) + 1) * η) / ((K : ℝ) + 1) ^ (j + 1)) :=
    Finset.sum_range_succ _ _
  change ‖boltzmannSum j η (K + 1) - boltzmannSum j η K‖
    = Real.exp (η * ((K : ℝ) + 1)) / ((K : ℝ) + 1) ^ (j + 1)
  rw [hs, add_sub_cancel_left, norm_mul, norm_pow, norm_neg, norm_one, one_pow, one_mul,
    Real.norm_of_nonneg (by positivity), mul_comm η]
```

## (l) Non-degenerate carriers

Bound the error of Boltzmann statistics:

exp(η) − exp(2η)/2^(j+1) < F_j(η) < exp(η).

**Solution.** Put K = 1 in (i), where S_1 = exp(η). The sign gives the upper bound and the size gives the lower one. For j = 0 the integral is elementary, F_0(η) = ln(1 + exp(η)), and at η = 0 the bounds read 1/2 < ln 2 < 1.

```lean
/-- For `j > -1`, the Fermi-Dirac integral lies below its Boltzmann value `exp η`, by less than
`exp (2 η) / 2 ^ (j + 1)`. -/
theorem nondegenerate_bounds {j : ℝ} (hj : -1 < j) (η : ℝ) :
    Real.exp η - Real.exp (2 * η) / 2 ^ (j + 1) < fermiDirac j η ∧
    fermiDirac j η < Real.exp η := by
  have h1 : boltzmannSum j η 1 = Real.exp η := by simp [boltzmannSum]
  obtain ⟨hs, hb⟩ := remainder_sign_and_bound hj η 1
  rw [h1, pow_one] at hs
  rw [h1, show ((1 : ℕ) : ℝ) + 1 = 2 by norm_num] at hb
  have hl := (abs_lt.mp hb).1
  constructor <;> linarith

end

end FermiDiracSeries
```

```lean
#print axioms FermiDiracSeries.series_tendsto
#print axioms FermiDiracSeries.series_diverges
#print axioms FermiDiracSeries.nondegenerate_bounds
```

```
'FermiDiracSeries.series_tendsto' depends on axioms: [propext, Classical.choice, Quot.sound]
'FermiDiracSeries.series_diverges' depends on axioms: [propext, Classical.choice, Quot.sound]
'FermiDiracSeries.nondegenerate_bounds' depends on axioms: [propext, Classical.choice, Quot.sound]
```
